# For real symmetric A and B with A−B positive definite, (A−B)(A+B) has only real eigenvalues, and as many negative ones as A+B

Take a single excitation, so that $A$ and $B$ are numbers $a$ and $b$. The squared excitation frequency is $\omega^2=(a-b)(a+b)$. If $a-b>0$, its sign is the sign of $a+b$: a negative $a+b$ makes $\omega$ imaginary. For matrices the product is in general not symmetric, so both the reality of its eigenvalues and the sign count need an argument.

The product comes from the linear-response equations of time-dependent Hartree–Fock theory, or of time-dependent density functional theory in the adiabatic approximation, where $A$ and $B$ do not depend on $\omega$. With real orbitals they read

$$AX+BY=\omega X,\qquad BX+AY=-\omega Y,$$

where $X$ and $Y$ are the excitation and de-excitation amplitudes. Adding and subtracting gives

$$(A+B)(X+Y)=\omega(X-Y),\qquad (A-B)(X-Y)=\omega(X+Y),$$

and therefore $(A-B)(A+B)(X+Y)=\omega^2(X+Y)$. A negative eigenvalue $\mu=\omega^2$ means the imaginary pair $\omega=\pm i\sqrt{|\mu|}$. This reduction is done here by hand; the Lean theorems concern the matrix product.

Below, $K=A-B$ and $M=A+B$.

## Real matrices of finite size

The index type `n` labels the occupied–virtual pairs of a finite basis, and real entries correspond to real orbitals. With complex orbitals the second response equation contains $A^*$ and $B^*$, and the sums and differences above no longer decouple in this way.

```lean
import Mathlib

open Matrix Polynomial

namespace ResponseInstability

variable {n : Type*} [Fintype n] [DecidableEq n]
```

Eigenvalues are roots of the characteristic polynomial. Over ℝ, `roots` lists only the real ones, repeated by algebraic multiplicity, and `negCount` counts those below zero.

```lean
/-- The number of negative real eigenvalues of a real matrix, counted with algebraic
multiplicity. -/
noncomputable def negCount (T : Matrix n n ℝ) : ℕ :=
  T.charpoly.roots.countP (· < 0)
```

Non-real eigenvalues are invisible to this list, so "all eigenvalues are real" becomes the statement that its length equals the dimension. When the polynomial is a product $\prod_i (X-f_i)$, with $X$ now the polynomial variable, counting roots is counting indices:

```lean
omit [DecidableEq n] in
/-- For a polynomial given as a product of linear factors, counting the roots with a property
is counting the factors whose root has it. -/
theorem count_modes (p : ℝ → Prop) [DecidablePred p] (f : n → ℝ) :
    (∏ i, (X - C (f i))).roots.countP p = Fintype.card {i // p (f i)} := by
  have h : ∏ i, (X - C (f i)) =
      ((Finset.univ.val.map f).map (fun a => X - C a)).prod := by
    rw [Multiset.map_map]; rfl
  rw [h, roots_multiset_prod_X_sub_C, Multiset.countP_map, Fintype.card_subtype]
  rfl
```

## Symmetry of A and B

In the usual convention, $A+B$ and $A-B$ are, up to a factor, the second derivatives of the energy with respect to real and imaginary orbital rotations, and second derivatives are symmetric. An eigenvector of $A+B$ with a negative eigenvalue gives a real rotation that lowers the energy to second order.

By hand, symmetry gives an orthogonal $U$ with $M=U\,\mathrm{diag}(d)\,U^T$. `normal_modes` takes this from Mathlib's spectral theorem and reads off the characteristic polynomial.

```lean
/-- A real symmetric matrix is diagonal in an orthonormal basis of normal modes, and its
characteristic polynomial is the product of `X - λ` over its eigenvalues `λ`. -/
theorem normal_modes {M : Matrix n n ℝ} (hM : M.IsHermitian) :
    ∃ U : Matrix n n ℝ, U * Uᵀ = 1 ∧ M = U * diagonal hM.eigenvalues * Uᵀ ∧
      M.charpoly = ∏ i, (X - C (hM.eigenvalues i)) := by
  have h := hM.spectral_theorem
  rw [Unitary.conjStarAlgAut_apply] at h
  have h' : M = (hM.eigenvectorUnitary : Matrix n n ℝ) * diagonal hM.eigenvalues *
      star (hM.eigenvectorUnitary : Matrix n n ℝ) := h
  have hu := Matrix.mem_unitaryGroup_iff.1 hM.eigenvectorUnitary.2
  have hs : star (hM.eigenvectorUnitary : Matrix n n ℝ) =
      (hM.eigenvectorUnitary : Matrix n n ℝ)ᵀ := by
    rw [star_eq_conjTranspose, conjTranspose_eq_transpose_of_trivial]
  rw [hs] at h' hu
  refine ⟨_, hu, h', (congrArg Matrix.charpoly h').trans ?_⟩
  rw [charpoly_mul_comm, ← Matrix.mul_assoc, mul_eq_one_comm.1 hu, Matrix.one_mul]
  have hc : charmatrix (diagonal hM.eigenvalues) =
      diagonal (fun i => X - C (hM.eigenvalues i)) := by
    ext1 i j
    by_cases hij : i = j
    · subst hij; simp
    · simp [hij]
  rw [Matrix.charpoly, hc, det_diagonal]
```

Symmetry also makes signs comparable under a congruence $N=P^TMP$. Write $N=V\,\mathrm{diag}(e)\,V^T$ and $Q=U^TPV$. Then $\mathrm{diag}(e)=Q^T\mathrm{diag}(d)\,Q$, so for every vector $x$

$$\sum_i e_i x_i^2=\sum_j d_j (Qx)_j^2 .$$

Suppose $x_i=0$ wherever $e_i\ge 0$, and $(Qx)_j=0$ wherever $d_j<0$. The left side is then $\le 0$ and the right side $\ge 0$, so both vanish. Every term on the left is zero, which forces $x_i=0$ where $e_i<0$ as well. Hence $x=0$, and the linear map recording these components is injective. Comparing dimensions,

$$|n|\le \#\{j: d_j<0\}+|n|-\#\{i: e_i<0\},$$

so $N$ has at most as many negative eigenvalues as $M$.

In `card_neg_le` the recording map is `g`, `hl` and `hr` are the two sign statements, and `omega` finishes the dimension count.

```lean
/-- If a diagonal quadratic form is obtained from another by a linear substitution, it has at
most as many negative coefficients. -/
theorem card_neg_le {d e : n → ℝ} (Q : Matrix n n ℝ)
    (h : diagonal e = Qᵀ * diagonal d * Q) :
    Fintype.card {i // e i < 0} ≤ Fintype.card {j // d j < 0} := by
  -- record the components of `Q x` with `d < 0` and those of `x` with `e ≥ 0`
  let g : (n → ℝ) →ₗ[ℝ] ({j // d j < 0} → ℝ) × ({i // ¬ e i < 0} → ℝ) :=
    LinearMap.prod ((LinearMap.funLeft ℝ ℝ Subtype.val).comp Q.mulVecLin)
      (LinearMap.funLeft ℝ ℝ Subtype.val)
  have hg : Function.Injective g := by
    refine (injective_iff_map_eq_zero g).2 fun x hx => ?_
    have h1 : ∀ j, d j < 0 → (Q *ᵥ x) j = 0 := fun j hj =>
      congrFun (congrArg Prod.fst hx) ⟨j, hj⟩
    have h2 : ∀ i, ¬ e i < 0 → x i = 0 := fun i hi =>
      congrFun (congrArg Prod.snd hx) ⟨i, hi⟩
    have hq := congrArg (fun T => x ⬝ᵥ T *ᵥ x) h
    simp only [← Matrix.mulVec_mulVec] at hq
    rw [Matrix.dotProduct_mulVec x Qᵀ, vecMul_transpose] at hq
    simp only [dotProduct, mulVec_diagonal] at hq
    -- the two sides of the form have opposite signs, so every term vanishes
    have hl : ∀ i ∈ Finset.univ, x i * (e i * x i) ≤ 0 := fun i _ => by
      by_cases hi : e i < 0
      · nlinarith [mul_nonneg (neg_nonneg.2 hi.le) (mul_self_nonneg (x i))]
      · simp [h2 i hi]
    have hr : 0 ≤ ∑ j, (Q *ᵥ x) j * (d j * (Q *ᵥ x) j) :=
      Finset.sum_nonneg fun j _ => by
        by_cases hj : d j < 0
        · simp [h1 j hj]
        · nlinarith [mul_nonneg (not_lt.1 hj) (mul_self_nonneg ((Q *ᵥ x) j))]
    have h0 := (Finset.sum_eq_zero_iff_of_nonpos hl).1
      (le_antisymm (Finset.sum_nonpos hl) (hq ▸ hr))
    funext i
    by_cases hi : e i < 0
    · have := h0 i (Finset.mem_univ i)
      simpa [hi.ne] using this
    · exact h2 i hi
  have hf := LinearMap.finrank_le_finrank_of_injective hg
  simp only [Module.finrank_prod, Module.finrank_fintype_fun_eq_card] at hf
  have hc : Fintype.card {i // ¬ e i < 0} =
      Fintype.card n - Fintype.card {i // e i < 0} := Fintype.card_subtype_compl _
  have hle : Fintype.card {i // e i < 0} ≤ Fintype.card n := Fintype.card_subtype_le _
  omega
```

The next lemma supplies $Q$ and translates the index counts into `negCount`. It does not require $P$ to be invertible.

```lean
/-- A congruence `Pᵀ M P` of a symmetric matrix `M` has at most as many negative eigenvalues
as `M`. -/
theorem negCount_congruence_le {M N : Matrix n n ℝ} (hM : M.IsHermitian)
    (hN : N.IsHermitian) (P : Matrix n n ℝ) (h : N = Pᵀ * M * P) :
    negCount N ≤ negCount M := by
  obtain ⟨U, -, hMU, hMc⟩ := normal_modes hM
  obtain ⟨V, hV, hNV, hNc⟩ := normal_modes hN
  have hm : negCount M = Fintype.card {i // hM.eigenvalues i < 0} := by
    rw [negCount, hMc]; exact count_modes (· < 0) _
  have hn : negCount N = Fintype.card {i // hN.eigenvalues i < 0} := by
    rw [negCount, hNc]; exact count_modes (· < 0) _
  rw [hm, hn]
  apply card_neg_le (Uᵀ * P * V)
  calc diagonal hN.eigenvalues
      = (Vᵀ * V) * diagonal hN.eigenvalues * (Vᵀ * V) := by
        rw [mul_eq_one_comm.1 hV, Matrix.one_mul, Matrix.mul_one]
    _ = Vᵀ * (V * diagonal hN.eigenvalues * Vᵀ) * V := by simp only [Matrix.mul_assoc]
    _ = Vᵀ * (Pᵀ * (U * diagonal hM.eigenvalues * Uᵀ) * P) * V := by
        rw [← hNV, ← hMU, ← h]
    _ = _ := by simp only [transpose_mul, transpose_transpose, Matrix.mul_assoc]
```

If neither $A$ nor $B$ is symmetric, reality can fail even for $K=1$: with $M=\begin{pmatrix}0&-1\\1&0\end{pmatrix}$ the product has eigenvalues $\pm i$. Since `PosDef` already includes the symmetry of $A-B$, symmetry of one of the two matrices implies that of the other.

## Positive definiteness of A−B

Physically, the reference state is stable against imaginary orbital rotations: each of them raises the energy to second order. This is assumed, not derived from a Hamiltonian.

By hand, write $K=U\,\mathrm{diag}(\kappa)\,U^T$ with all $\kappa_i>0$ and set $L=U\,\mathrm{diag}(\sqrt{\kappa})$. Then $K=LL^T$, and $(\det L)^2=\det K>0$ makes $L$ invertible.

```lean
/-- A real positive definite matrix factors as `L Lᵀ` with `L` invertible. -/
theorem posDef_factor {K : Matrix n n ℝ} (hK : K.PosDef) :
    ∃ L : Matrix n n ℝ, K = L * Lᵀ ∧ L * L⁻¹ = 1 := by
  obtain ⟨L, hL⟩ : ∃ L : Matrix n n ℝ, K = L * Lᵀ := by
    obtain ⟨U, -, hU, -⟩ := normal_modes hK.isHermitian
    have hD : diagonal (fun i => Real.sqrt (hK.isHermitian.eigenvalues i)) *
        diagonal (fun i => Real.sqrt (hK.isHermitian.eigenvalues i)) =
        diagonal hK.isHermitian.eigenvalues := by
      rw [diagonal_mul_diagonal]
      congr 1
      funext i
      exact Real.mul_self_sqrt (hK.eigenvalues_pos i).le
    refine ⟨U * diagonal (fun i => Real.sqrt (hK.isHermitian.eigenvalues i)), hU.trans ?_⟩
    rw [← hD]
    simp only [transpose_mul, diagonal_transpose, Matrix.mul_assoc]
  have hdet : L.det ≠ 0 := fun h0 => hK.det_pos.ne' (by rw [hL, det_mul, h0, zero_mul])
  exact ⟨L, hL, mul_nonsing_inv L (isUnit_iff_ne_zero.2 hdet)⟩
```

Now

$$L^{-1}(KM)L=L^TML=:N ,$$

so $KM$ has the characteristic polynomial of a symmetric matrix, and all its roots are real. The congruence bound gives $N$ at most as many negative eigenvalues as $M$. Since $M=(L^{-1})^TNL^{-1}$, the same bound holds in the other direction, and the counts agree.

The theorem takes `hA` and `hB` for symmetry and `hK` for positive definiteness. Its first conclusion says that the number of real roots is `Fintype.card n`; its second equates the two negative counts. In the proof, `hcp` is the similarity step, obtained from `charpoly_mul_comm`, and `le_antisymm` joins the two congruence bounds.

```lean
/-- For `A`, `B` real symmetric with `A - B` positive definite, all eigenvalues of
`(A - B)(A + B)` are real, and as many are negative as for `A + B`, with multiplicity. -/
theorem real_and_negative_count {A B : Matrix n n ℝ} (hA : A.IsSymm) (hB : B.IsSymm)
    (hK : (A - B).PosDef) :
    ((A - B) * (A + B)).charpoly.roots.card = Fintype.card n ∧
      negCount ((A - B) * (A + B)) = negCount (A + B) := by
  have hM : (A + B).IsHermitian := by
    rw [IsHermitian, conjTranspose_eq_transpose_of_trivial]; exact hA.add hB
  obtain ⟨L, hL, hi⟩ := posDef_factor hK
  have ht : (L⁻¹)ᵀ * Lᵀ = 1 := by rw [← transpose_mul, hi, transpose_one]
  have hN : (Lᵀ * (A + B) * L).IsHermitian := by
    have := isHermitian_conjTranspose_mul_mul L hM
    rwa [conjTranspose_eq_transpose_of_trivial] at this
  -- the product has the spectrum of a symmetric matrix congruent to `A + B`
  have hcp : ((A - B) * (A + B)).charpoly = (Lᵀ * (A + B) * L).charpoly := by
    rw [hL, Matrix.mul_assoc, charpoly_mul_comm]
  obtain ⟨-, -, -, hc⟩ := normal_modes hN
  constructor
  · rw [hcp, hc, ← Multiset.countP_True, count_modes]
    exact Fintype.card_congr (Equiv.subtypeUnivEquiv fun _ => trivial)
  · rw [negCount, hcp]
    -- the congruence can be undone, so neither count exceeds the other
    refine le_antisymm (negCount_congruence_le hM hN L rfl)
      (negCount_congruence_le hN hM L⁻¹ ?_)
    calc A + B = ((L⁻¹)ᵀ * Lᵀ) * (A + B) * (L * L⁻¹) := by
          rw [ht, hi, Matrix.one_mul, Matrix.mul_one]
      _ = _ := by simp only [Matrix.mul_assoc]
```

The theorem equates numbers. It does not match individual eigenvectors of $A+B$ with those of the product, or relate the sizes of their eigenvalues.

A symmetric, invertible $A-B$ is not enough for reality. With $K=\mathrm{diag}(1,-1)$ and $M=\begin{pmatrix}0&1\\1&0\end{pmatrix}$, the determinant below is $\mu^2+1$, which has no real zero, although $M$ has one negative eigenvalue.

```lean
/-- Two symmetric matrices with `A - B = diag(1, -1)` for which the characteristic determinant
of `(A - B)(A + B)` is `μ² + 1`. -/
theorem indefinite_counterexample (μ : ℝ) :
    let A : Matrix (Fin 2) (Fin 2) ℝ := !![1/2, 1/2; 1/2, -1/2]
    let B : Matrix (Fin 2) (Fin 2) ℝ := !![-1/2, 1/2; 1/2, 1/2]
    A - B = !![1, 0; 0, -1] ∧ (μ • 1 - (A - B) * (A + B)).det = μ ^ 2 + 1 := by
  intro A B
  have hK : A - B = !![1, 0; 0, -1] := by
    ext i j; fin_cases i <;> fin_cases j <;> norm_num [A, B]
  have hM : A + B = !![0, 1; 1, 0] := by
    ext i j; fin_cases i <;> fin_cases j <;> norm_num [A, B]
  refine ⟨hK, ?_⟩
  rw [hK, hM, det_fin_two]
  simp
  ring

end ResponseInstability
```

Positive semidefiniteness is not enough for the count: for one excitation with $a=b=-\tfrac12$, $a+b=-1$ is negative but the product is zero.

## The symmetric matrix in a response calculation

For a functional of the density and its gradient alone (LDA or GGA), $A-B$ is diagonal with entries $\varepsilon_a-\varepsilon_i$, the virtual-minus-occupied orbital energy differences. It is positive definite when all these gaps are positive, and $L$ is the diagonal matrix of their square roots. A program can then diagonalise the symmetric matrix $L^T(A+B)L$ and obtain $\omega^2$ directly. With Hartree–Fock exchange $A-B$ is in general no longer diagonal, and positive gaps alone do not make it positive definite. When it is positive definite, a Cholesky factor can serve as $L$.

Within this finite, real-orbital linear-response model, and with $A-B$ positive definite, the number of negative $\omega^2$ in the full spectrum, counted with multiplicity, is the number of negative eigenvalues of $A+B$ in the block treated. This is the largest dimension of a space of real rotations in which every nonzero one lowers the energy to second order. In restricted Hartree–Fock for stretched H₂, for example, a negative $\omega^2$ in the triplet block signals the instability towards a spin-unrestricted solution.

```lean
#print axioms ResponseInstability.real_and_negative_count
-- 'ResponseInstability.real_and_negative_count' depends on axioms: [propext, Classical.choice, Quot.sound]
#print axioms ResponseInstability.indefinite_counterexample
-- 'ResponseInstability.indefinite_counterexample' depends on axioms: [propext, Classical.choice, Quot.sound]
```
